# Majority-vote recovery for the three-qubit bit-flip code

Let $\psi=a\,e_{000}+b\,e_{111}$ and $A=\sum_k c_kE_k$, where $E_0,\dots,E_3$ are $I,X_1,X_2,X_3$ and all coefficients are complex. The majority-vote recovery $R$, which measures the error syndrome and applies the matching flip, satisfies $R(A\psi\psi^*A^*)=\big(\sum_k|c_k|^2\big)\,\psi\psi^*$.

In Lean 4 with Mathlib:

```lean
import Mathlib

open Matrix

namespace BitFlipCode

noncomputable section

/-- Labels of the computational basis of three qubits. -/
abbrev Bits := Bool × Bool × Bool

/-- Flip those bits of `s` that are marked in the pattern `e`. -/
def flipBits (e s : Bits) : Bits :=
  (Bool.xor e.1 s.1, Bool.xor e.2.1 s.2.1, Bool.xor e.2.2 s.2.2)

/-- Three copies of one bit. -/
def rep (b : Bool) : Bits := (b, b, b)

/-- The majority value of three bits. -/
def majority (s : Bits) : Bool := (s.1 && s.2.1) || (s.1 && s.2.2) || (s.2.1 && s.2.2)

/-- The correctable flip patterns: no flip, or a flip of the first, second or third qubit. -/
def pattern : Fin 4 → Bits :=
  ![(false, false, false), (true, false, false), (false, true, false), (false, false, true)]

/-- The product of Pauli X operators on the qubits marked in `e`. -/
def X (e : Bits) : Matrix Bits Bits ℂ :=
  Matrix.of fun s t => if t = flipBits e s then 1 else 0

/-- The syndrome projector onto the basis strings that the flip `k` turns into three copies
of their majority bit. -/
def P (k : Fin 4) : Matrix Bits Bits ℂ :=
  Matrix.diagonal fun s => if flipBits (pattern k) s = rep (majority s) then 1 else 0

/-- The encoded state `a e000 + b e111`. -/
def code (a b : ℂ) : Bits → ℂ :=
  fun s => if s = rep false then a else if s = rep true then b else 0

/-- The matrix `v v*` of a state vector `v`. -/
def density (v : Bits → ℂ) : Matrix Bits Bits ℂ := Matrix.vecMulVec v (star v)

/-- Kraus operator of the recovery: project on syndrome `k`, then apply the matching flip. -/
def kraus (k : Fin 4) : Matrix Bits Bits ℂ := X (pattern k) * P k

/-- The majority-vote recovery channel. -/
def recover (ρ : Matrix Bits Bits ℂ) : Matrix Bits Bits ℂ :=
  ∑ k, kraus k * ρ * (kraus k)ᴴ

/-- Probability of the flip pattern `e` when each qubit flips independently with
probability `p`. -/
def weight (p : ℝ) (e : Bits) : ℝ :=
  (if e.1 then p else 1 - p) * (if e.2.1 then p else 1 - p) * (if e.2.2 then p else 1 - p)

/-- Independent bit-flip noise on the three qubits. -/
def noise (p : ℝ) (ρ : Matrix Bits Bits ℂ) : Matrix Bits Bits ℂ :=
  ∑ e, weight p e • (X e * ρ * (X e)ᴴ)

/-- A flip operator permutes the amplitudes of a state. -/
theorem X_mulVec (e : Bits) (v : Bits → ℂ) (s : Bits) :
    (X e *ᵥ v) s = v (flipBits e s) := by
  simp [X, Matrix.mulVec, dotProduct]

/-- The Kraus operators of the recovery satisfy the completeness relation. -/
theorem kraus_complete : ∑ k, (kraus k)ᴴ * kraus k = 1 := by
  have hsymm : ∀ e s t : Bits, s = flipBits e t ↔ t = flipBits e s := by decide +kernel
  have hinv : ∀ e s : Bits, flipBits e (flipBits e s) = s := by decide +kernel
  have huniq : ∀ s : Bits, ∃ k₀ : Fin 4, ∀ k,
      flipBits (pattern k) s = rep (majority s) ↔ k = k₀ := by decide +kernel
  -- flips are Hermitian and square to one
  have hX : ∀ e, (X e)ᴴ = X e := by
    intro e
    ext s t
    simp only [X, Matrix.conjTranspose_apply, Matrix.of_apply, hsymm e s t]
    split_ifs <;> simp
  have hXX : ∀ e, X e * X e = 1 := by
    intro e
    ext s t
    simp only [X, Matrix.mul_apply, Matrix.of_apply, ite_mul, one_mul, zero_mul,
      Finset.sum_ite_eq', Finset.mem_univ, if_true, hinv, Matrix.one_apply]
    exact if_congr eq_comm rfl rfl
  have hP : ∀ k, (P k)ᴴ * P k = P k := by
    intro k
    rw [P, Matrix.diagonal_conjTranspose, Matrix.diagonal_mul_diagonal]
    congr 1
    funext s
    simp only [Pi.star_apply]
    split_ifs <;> simp
  have hK : ∀ k, (kraus k)ᴴ * kraus k = P k := by
    intro k
    rw [kraus, Matrix.conjTranspose_mul, hX, Matrix.mul_assoc,
      ← Matrix.mul_assoc (X _) (X _), hXX, Matrix.one_mul, hP]
  -- every basis string has exactly one syndrome
  simp only [hK]
  ext s t
  by_cases h : s = t
  · subst h
    obtain ⟨k₀, hk⟩ := huniq s
    simp only [P, Matrix.sum_apply, Matrix.diagonal_apply_eq, hk, Matrix.one_apply_eq]
    simp
  · simp [P, Matrix.sum_apply, h]

/-- Recovery after an operator `A` on a pure state, written as a sum over syndromes. -/
theorem recover_conj (A : Matrix Bits Bits ℂ) (v : Bits → ℂ) :
    recover (A * density v * Aᴴ) = ∑ k, density (kraus k *ᵥ (A *ᵥ v)) := by
  have h : ∀ (M : Matrix Bits Bits ℂ) (w : Bits → ℂ),
      M * density w * Mᴴ = density (M *ᵥ w) := by
    intro M w
    rw [density, density, Matrix.mul_vecMulVec, Matrix.vecMulVec_mul, Matrix.star_mulVec]
  simp only [recover, h]

/-- After the flips `e`, the branch with syndrome `k` holds the encoded state, the state with
`a` and `b` exchanged, or nothing, according to the combined flip pattern. -/
theorem kraus_flip (k : Fin 4) (e : Bits) (a b : ℂ) :
    kraus k *ᵥ (X e *ᵥ code a b) =
      if flipBits (pattern k) e = rep false then code a b
      else if flipBits (pattern k) e = rep true then code b a else 0 := by
  have hC : ∀ (k : Fin 4) (s : Bits), flipBits (pattern k) (flipBits (pattern k) s) =
      rep (majority (flipBits (pattern k) s)) ↔ s = rep false ∨ s = rep true := by
    decide +kernel
  have h0 : ∀ (k : Fin 4) (e : Bits) (b c : Bool),
      flipBits e (flipBits (pattern k) (rep b)) = rep c ↔
        flipBits (pattern k) e = rep (Bool.xor b c) := by decide +kernel
  have hne : rep true ≠ rep false := by decide
  ext s
  rw [kraus, ← Matrix.mulVec_mulVec, X_mulVec, P, Matrix.mulVec_diagonal, X_mulVec]
  simp only [hC]
  -- only the strings 000 and 111 survive the projection and the flip
  by_cases s0 : s = rep false
  · subst s0
    by_cases f0 : flipBits (pattern k) e = rep false
    · simp [code, h0, f0]
    · by_cases f1 : flipBits (pattern k) e = rep true
      · simp [code, h0, f1, hne]
      · simp [code, h0, f0, f1]
  · by_cases s1 : s = rep true
    · subst s1
      by_cases f0 : flipBits (pattern k) e = rep false
      · simp [code, h0, f0, hne, hne.symm]
      · by_cases f1 : flipBits (pattern k) e = rep true
        · simp [code, h0, f1, hne]
        · simp [code, h0, f0, f1]
    · rw [if_neg (not_or.mpr ⟨s0, s1⟩), zero_mul]
      split_ifs <;> simp [code, s0, s1]

/-- Majority-vote recovery restores the encoded state after any complex combination of the
identity and the three single flips, up to the factor `∑ |c k|²`. -/
theorem recover_correctable (a b : ℂ) (c : Fin 4 → ℂ) :
    recover ((∑ k, c k • X (pattern k)) * density (code a b) * (∑ k, c k • X (pattern k))ᴴ) =
      (∑ k, ‖c k‖ ^ 2) • density (code a b) := by
  have h1 : ∀ k j : Fin 4, flipBits (pattern k) (pattern j) = rep false ↔ k = j := by
    decide +kernel
  have h2 : ∀ k j : Fin 4, flipBits (pattern k) (pattern j) ≠ rep true := by decide +kernel
  -- syndrome `k` selects the amplitude `c k`
  have key : ∀ k, kraus k *ᵥ ((∑ j, c j • X (pattern j)) *ᵥ code a b) = c k • code a b := by
    intro k
    simp only [Fin.sum_univ_four, Matrix.add_mulVec, Matrix.smul_mulVec, Matrix.mulVec_add,
      Matrix.mulVec_smul, kraus_flip, h1, h2, if_false]
    fin_cases k <;> simp
  rw [recover_conj, Finset.sum_smul]
  refine Finset.sum_congr rfl fun k _ => ?_
  rw [key]
  have h : c k * star (c k) = ((‖c k‖ ^ 2 : ℝ) : ℂ) := by
    rw [← Complex.normSq_eq_norm_sq]
    exact Complex.mul_conj (c k)
  ext i j
  simp only [density, Matrix.smul_apply, Matrix.vecMulVec_apply, Pi.star_apply,
    Pi.smul_apply, smul_eq_mul, star_mul', Complex.real_smul]
  linear_combination (code a b i * star (code a b j)) * h

/-- After an arbitrary flip pattern, recovery returns the encoded state if most qubits are
unflipped, and the state with `a` and `b` exchanged otherwise. -/
theorem recover_flip (e : Bits) (a b : ℂ) :
    recover (X e * density (code a b) * (X e)ᴴ) =
      if majority e then density (code b a) else density (code a b) := by
  have hs : ∀ e : Bits, ∃ k₀ : Fin 4, flipBits (pattern k₀) e = rep (majority e) ∧
      ∀ k, k ≠ k₀ → flipBits (pattern k) e ≠ rep false ∧ flipBits (pattern k) e ≠ rep true := by
    decide +kernel
  obtain ⟨k₀, hk₀, h⟩ := hs e
  rw [recover_conj, Finset.sum_eq_single k₀]
  · rw [kraus_flip, hk₀]
    cases majority e <;> simp [rep]
  · intro k _ hk
    rw [kraus_flip, if_neg (h k hk).1, if_neg (h k hk).2]
    ext i j
    simp [density, Matrix.vecMulVec_apply]
  · simp

/-- Under independent flips with probability `p`, recovery leaves the encoded state with weight
`(1-p)³ + 3p(1-p)²` and the state with `a` and `b` exchanged with weight `3p²(1-p) + p³`. -/
theorem recover_noise (p : ℝ) (a b : ℂ) :
    recover (noise p (density (code a b))) =
      ((1 - p) ^ 3 + 3 * p * (1 - p) ^ 2) • density (code a b) +
        (3 * p ^ 2 * (1 - p) + p ^ 3) • density (code b a) := by
  -- the recovery is linear, so each flip pattern is treated separately
  have hlin : ∀ (w : Bits → ℝ) (M : Bits → Matrix Bits Bits ℂ),
      recover (∑ e, w e • M e) = ∑ e, w e • recover (M e) := by
    intro w M
    simp only [recover, Finset.mul_sum, Finset.sum_mul, Matrix.mul_smul, Matrix.smul_mul,
      Finset.smul_sum]
    exact Finset.sum_comm
  rw [noise, hlin]
  simp only [recover_flip, Fintype.sum_prod_type, Fintype.sum_bool, weight, majority,
    Bool.and_true, Bool.and_false, Bool.or_true, Bool.or_false, Bool.or_self,
    Bool.false_eq_true, if_true, if_false]
  module

end

end BitFlipCode
```

```lean
#print axioms BitFlipCode.kraus_complete
#print axioms BitFlipCode.recover_correctable
#print axioms BitFlipCode.recover_flip
#print axioms BitFlipCode.recover_noise
```

```
'BitFlipCode.kraus_complete' depends on axioms: [propext, Classical.choice, Quot.sound]
'BitFlipCode.recover_correctable' depends on axioms: [propext, Classical.choice, Quot.sound]
'BitFlipCode.recover_flip' depends on axioms: [propext, Classical.choice, Quot.sound]
'BitFlipCode.recover_noise' depends on axioms: [propext, Classical.choice, Quot.sound]
```

## What the statements say

A basis label is a triple of bits (`Bits`), and a state vector is a complex function on the eight labels. `code a b` is $\psi$, and `density v` is $vv^*$. For a flip pattern $e$, `X e` applies Pauli $X$ to the marked qubits. The four values of `pattern` are no flip and the three single flips; write $e_k$ for `pattern k`, so that $E_k=X_{e_k}$. With three bits as its index, as in $e_{000}$, the letter denotes a basis vector instead.

The projector `P k` keeps the strings that $e_k$ turns into three copies of their majority bit. With $K_k=E_kP_k$ (`kraus k`), the recovery is $R(\rho)=\sum_kK_k\rho K_k^*$. This form makes it completely positive, and `kraus_complete`, which states $\sum_kK_k^*K_k=1$, gives trace preservation.

The main theorem is `recover_correctable`. Neither $\psi$ nor $A$ need be normalised. The vectors $E_k\psi$ are mutually orthogonal and equally long, so for a unit vector $\psi$ the factor $\sum_k|c_k|^2$ is $\|A\psi\|^2$.

For example, the rotation $\cos\theta\,I-i\sin\theta\,X_1$ has factor 1. In this model with ideal recovery and no phase errors, a continuous rotation of one qubit about its $x$ axis is therefore undone exactly. Rotating several qubits at once generally produces products such as $X_1X_2$, which the theorem does not admit.

Two further theorems treat flips beyond the correctable set. `recover_flip` says that after any pattern $e$ the recovery returns $\psi\psi^*$ if most qubits are unflipped, and otherwise $\bar\psi\bar\psi^*$, where $\bar\psi=b\,e_{000}+a\,e_{111}$. `recover_noise` averages this over independent flips. Its identity holds for every real $p$, and the weights are probabilities when $0\le p\le1$.

## Why it is true

Write $\oplus$ for bitwise addition modulo 2. Then $(X_ev)(s)=v(e\oplus s)$, so

$$(K_kv)(s)=(P_kv)(e_k\oplus s).$$

The projector keeps $e_k\oplus s$ exactly when $s$ consists of three copies of the majority bit of $e_k\oplus s$. This forces $s$ to be 000 or 111. Both strings do survive, because flipping at most one of three equal bits leaves their majority unchanged. Hence $K_k=\Pi E_k$, with $\Pi$ the projector onto the span of $e_{000}$ and $e_{111}$.

It follows that $K_kX_e\psi=\Pi X_{e_k\oplus e}\psi$. This is $\psi$ if $e_k\oplus e=000$ and $\bar\psi$ if $e_k\oplus e=111$. Any other combined pattern moves both codewords out of the code space and gives zero. That is `kraus_flip`, proved by splitting on the string $s$ and the combined pattern.

For $e=e_j$, the combined pattern is 000 when $k=j$ and otherwise marks one or two qubits. So $K_kE_j\psi=\delta_{kj}\psi$, and by linearity $K_kA\psi=c_k\psi$, which is `key` in the main proof. The lemma `recover_conj` turns the channel output into a sum of rank-one matrices:

$$R(A\psi\psi^*A^*)=\sum_k(c_k\psi)(c_k\psi)^*=\sum_k|c_k|^2\,\psi\psi^*.$$

For completeness, $E_k^*E_k=1$ gives $K_k^*K_k=P_k$. Every string has exactly one syndrome, so these projectors sum to the identity.

For an arbitrary pattern $e$, exactly one $k$ makes $e_k\oplus e$ equal to 000 or 111, and the repeated bit is the majority of $e$. `Finset.sum_eq_single` keeps that branch. In `recover_noise`, `hlin` moves the recovery inside the sum over patterns, and `module` collects the eight weights.

A reusable technique is to state the facts about bit strings as small lemmas, settle them by `decide +kernel`, and pass the equivalences to `simp`. The complex amplitudes then never enter the finite check.

## Small $p$ and a neighbouring case

The weight of $\bar\psi\bar\psi^*$ is $3p^2-2p^3$. As $p\to0$ it vanishes quadratically, whereas a single unprotected qubit flips with probability $p$.

The same argument extends by linearity to noise $\rho\mapsto\sum_mA_m\rho A_m^*$ with every $A_m$ in the span of the $E_k$: the factors add. If the noise preserves the trace, they add to 1 and the encoded state returns exactly.
